# The electric dipole term of a Dirac particle is odd under parity and time reversal

Drop the factor $i\gamma^5$ from the relativistic electric dipole coupling, and what remains is a magnetic-moment coupling, which respects both parity and time reversal. A search for broken symmetry would then be analysed with an operator that breaks neither. With gamma matrices $\gamma^\mu$, spin tensor $\sigma^{\mu\nu}$, field tensor $F_{\mu\nu}$ and $\hbar=c=1$, the dipole term per unit dipole moment is

$$K=\tfrac{i}{2}\gamma^0\sigma^{\mu\nu}\gamma^5F_{\mu\nu}.$$

Such one-electron terms enter relativistic calculations for electric dipole searches in atoms and molecules; here the fields are prescribed real vectors at one point, and there is no many-electron state. The symmetries act on the fields as well as on the spinor: parity reverses $\mathbf E$ and keeps $\mathbf B$, while time reversal keeps $\mathbf E$ and reverses $\mathbf B$.

## Matrices and fields

```lean
import Mathlib

open Matrix
open Complex (I)

namespace DiracElectricDipole

noncomputable section

/-- Matrices acting on four-component Dirac spinors, split into upper and lower pairs. -/
abbrev DiracMatrix := Matrix (Fin 2 ⊕ Fin 2) (Fin 2 ⊕ Fin 2) ℂ
```

A Dirac matrix is indexed by an upper pair and a lower pair of components.

```lean
/-- The three Pauli matrices. -/
def pauli : Fin 3 → Matrix (Fin 2) (Fin 2) ℂ :=
  ![!![0, 1; 1, 0], !![0, -I; I, 0], !![1, 0; 0, -1]]
```

Lean counts from zero: `pauli 0`, `pauli 1`, `pauli 2` are $\sigma_x,\sigma_y,\sigma_z$.

```lean
/-- The product `σ·v` of the Pauli matrices with a real vector. -/
def pauliDot (v : Fin 3 → ℝ) : Matrix (Fin 2) (Fin 2) ℂ := ∑ k, (v k : ℂ) • pauli k
```

This is $\sigma\cdot\mathbf v$; the sign `•` multiplies a matrix by a number.

```lean
/-- The Dirac matrix `β = diag(1, -1)`. -/
def beta : DiracMatrix := fromBlocks 1 0 0 (-1)
```

`fromBlocks` lists the blocks row by row.

```lean
/-- The spin matrices `Σ_k = diag(σ_k, σ_k)`. -/
def spin (k : Fin 3) : DiracMatrix := fromBlocks (pauli k) 0 0 (pauli k)
```

These are $\Sigma_k$, without the factor $\tfrac12$ of the spin operator.

```lean
/-- The spatial gamma matrices in the Dirac representation. -/
def gammaSpace (k : Fin 3) : DiracMatrix := fromBlocks 0 (pauli k) (-pauli k) 0

/-- The four gamma matrices `γ^μ`, with `γ⁰ = β`. -/
def gamma : Fin 4 → DiracMatrix := ![beta, gammaSpace 0, gammaSpace 1, gammaSpace 2]
```

The spatial matrices have $\sigma_k$ at upper right and $-\sigma_k$ at lower left. In `gamma` the index is the spacetime index, so `gamma 2` is $\gamma^2$, the $y$ matrix.

```lean
/-- The chirality matrix `γ⁵ = i γ⁰ γ¹ γ² γ³`. -/
def gamma5 : DiracMatrix := I • (gamma 0 * gamma 1 * gamma 2 * gamma 3)

/-- The spin tensor `σ^{μν} = (i/2) [γ^μ, γ^ν]`. -/
def spinTensor (μ ν : Fin 4) : DiracMatrix :=
  (I / 2) • (gamma μ * gamma ν - gamma ν * gamma μ)
```

Both are the usual definitions.

```lean
/-- The field tensor with lower indices: `F_0i = E_i` and `F_ij = -ε_ijk B_k`. -/
def fieldTensor (E B : Fin 3 → ℝ) : Matrix (Fin 4) (Fin 4) ℝ :=
  !![0, E 0, E 1, E 2; -E 0, 0, -B 2, B 1; -E 1, B 2, 0, -B 0; -E 2, -B 1, B 0, 0]
```

This fixes the signs $F_{0i}=E_i$ and $F_{ij}=-\epsilon_{ijk}B_k$.

```lean
/-- The contraction `σ^{μν} F_{μν}` over all index pairs. -/
def contraction (E B : Fin 3 → ℝ) : DiracMatrix :=
  ∑ μ, ∑ ν, (fieldTensor E B μ ν : ℂ) • spinTensor μ ν
```

The sum runs over all ordered pairs, so each independent component counts twice.

```lean
/-- The electric dipole term `K = (i/2) γ⁰ σ^{μν} γ⁵ F_{μν}`. -/
def dipole (E B : Fin 3 → ℝ) : DiracMatrix :=
  (I / 2) • (gamma 0 * contraction E B * gamma5)

/-- The Pauli term `M = (1/2) γ⁰ σ^{μν} F_{μν}` of an anomalous magnetic moment. -/
def magnetic (E B : Fin 3 → ℝ) : DiracMatrix :=
  (1 / 2 : ℂ) • (gamma 0 * contraction E B)
```

These are $K$ and the Pauli term $M$, which differ by the factor $i\gamma^5$.

```lean
/-- Time reversal of a matrix: complex conjugation between two factors `Σ_y`. -/
def timeReversal (A : DiracMatrix) : DiracMatrix :=
  spin 1 * A.map (starRingEnd ℂ) * spin 1
```

`map (starRingEnd ℂ)` conjugates every entry, giving $\Sigma_yA^*\Sigma_y$. The reversal of $\mathbf B$ is written separately in the theorems.

```lean
/-- The combination `a M + d K` of both moment terms with real strengths. -/
def coupling (a d : ℝ) (E B : Fin 3 → ℝ) : DiracMatrix :=
  (a : ℂ) • magnetic E B + (d : ℂ) • dipole E B
```

The real constants stand for the particle's anomalous magnetic moment, $a$, and its electric dipole moment, $d$. This $a$ is a moment, not the dimensionless $(g-2)/2$.

## Block form of the two moment terms

```lean
/-- The commutators of the Pauli matrices, and their triple product `σ_x σ_y σ_z = i`. -/
theorem pauli_products :
    (I / 2) • (pauli 1 * pauli 0 - pauli 0 * pauli 1) = pauli 2 ∧
    (I / 2) • (pauli 2 * pauli 0 - pauli 0 * pauli 2) = -pauli 1 ∧
    (I / 2) • (pauli 2 * pauli 1 - pauli 1 * pauli 2) = pauli 0 ∧
    pauli 0 * pauli 1 * pauli 2 = I • 1 := by
  refine ⟨?_, ?_, ?_, ?_⟩ <;> ext i j <;> fin_cases i <;> fin_cases j <;>
    apply Complex.ext <;> simp [pauli, Matrix.mul_apply, Fin.sum_univ_two] <;> norm_num
```

From $\sigma_x\sigma_y=i\sigma_z$ and its cyclic versions, $\tfrac i2[\sigma_y,\sigma_x]=\sigma_z$, and likewise for the others. Lean compares entries.

```lean
/-- In the Dirac representation `γ⁵` exchanges the upper and lower components. -/
theorem gamma5_eq : gamma5 = fromBlocks 0 1 1 0 := by
  simp [gamma5, gamma, gammaSpace, beta, fromBlocks_multiply, fromBlocks_smul,
    pauli_products.2.2.2, smul_smul]
```

By hand, $\gamma^1\gamma^2\gamma^3$ has off-diagonal blocks $-i$ and $i$. Multiplying by $\gamma^0$ makes both $-i$, and the prefactor $i$ makes both $1$.

```lean
/-- The contraction `σ^{μν} F_{μν}` has diagonal blocks `-2 σ·B` and off-diagonal
blocks `2i σ·E`. -/
theorem contraction_eq (E B : Fin 3 → ℝ) :
    contraction E B = (2 : ℂ) • fromBlocks (-pauliDot B) (I • pauliDot E)
      (I • pauliDot E) (-pauliDot B) := by
  have hd : ∀ μ, spinTensor μ μ = 0 := fun μ => by simp [spinTensor]
  have hs : ∀ μ ν, spinTensor ν μ = -spinTensor μ ν := fun μ ν => by
    rw [spinTensor, spinTensor, ← smul_neg, neg_sub]
  -- time-space components
  have he : ∀ k, (I / 2) • (beta * gammaSpace k - gammaSpace k * beta) =
      fromBlocks 0 (I • pauli k) (I • pauli k) 0 := fun k => by
    ext (i | i) (j | j) <;> simp [beta, gammaSpace, fromBlocks_multiply] <;> ring
  -- space-space components
  have hm : ∀ j k, (I / 2) • (gammaSpace j * gammaSpace k - gammaSpace k * gammaSpace j) =
      fromBlocks ((I / 2) • (pauli k * pauli j - pauli j * pauli k)) 0 0
        ((I / 2) • (pauli k * pauli j - pauli j * pauli k)) := fun j k => by
    ext (a | a) (b | b) <;> simp [gammaSpace, fromBlocks_multiply] <;> ring
  have h01 : spinTensor 0 1 = _ := he 0
  have h02 : spinTensor 0 2 = _ := he 1
  have h03 : spinTensor 0 3 = _ := he 2
  have h12 : spinTensor 1 2 = _ := hm 0 1
  have h13 : spinTensor 1 3 = _ := hm 0 2
  have h23 : spinTensor 2 3 = _ := hm 1 2
  rw [pauli_products.1] at h12
  rw [pauli_products.2.1] at h13
  rw [pauli_products.2.2.1] at h23
  simp only [contraction, Fin.sum_univ_four, hd, hs 0 1, hs 0 2, hs 0 3, hs 1 2, hs 1 3,
    hs 2 3, h01, h02, h03, h12, h13, h23]
  ext (i | i) (j | j) <;> simp [fieldTensor, pauliDot, Fin.sum_univ_three] <;> ring
```

The time-space components $\sigma^{0k}$ have off-diagonal blocks $i\sigma_k$ (`he`). The space-space ones are $\sigma^{jk}=\epsilon_{jkl}\Sigma_l$ (`hm` with the Pauli products). Antisymmetry doubles each term:

$$\sigma^{\mu\nu}F_{\mu\nu}=2\begin{pmatrix}-\sigma\cdot\mathbf B&i\sigma\cdot\mathbf E\\ i\sigma\cdot\mathbf E&-\sigma\cdot\mathbf B\end{pmatrix}.$$

```lean
/-- The electric dipole term and the Pauli term in two-by-two block form. -/
theorem moment_blocks (E B : Fin 3 → ℝ) :
    dipole E B = fromBlocks (-pauliDot E) (-(I • pauliDot B)) (I • pauliDot B) (pauliDot E) ∧
    magnetic E B =
      fromBlocks (-pauliDot B) (I • pauliDot E) (-(I • pauliDot E)) (pauliDot B) := by
  constructor
  · rw [dipole, gamma5_eq, contraction_eq, Matrix.mul_smul, Matrix.smul_mul, smul_smul,
      show I / 2 * 2 = I by ring]
    simp [gamma, beta, fromBlocks_multiply, fromBlocks_smul, smul_smul]
  · rw [magnetic, contraction_eq, Matrix.mul_smul, smul_smul,
      show (1 / 2 : ℂ) * 2 = 1 by norm_num, one_smul]
    simp [gamma, beta, fromBlocks_multiply]
```

Right multiplication by $\gamma^5$ swaps the columns, $\gamma^0$ reverses the lower row, and $i/2$ gives $K$. Omitting $i\gamma^5$ gives $M$:

$$K=\begin{pmatrix}-\sigma\cdot\mathbf E&-i\sigma\cdot\mathbf B\\ i\sigma\cdot\mathbf B&\sigma\cdot\mathbf E\end{pmatrix},\quad
M=\begin{pmatrix}-\sigma\cdot\mathbf B&i\sigma\cdot\mathbf E\\ -i\sigma\cdot\mathbf E&\sigma\cdot\mathbf B\end{pmatrix}.$$

```lean
/-- The electric dipole term is `K = -β Σ·E - i γ·B`, and its block on the upper
components is `-σ·E`. -/
theorem dipole_eq (E B : Fin 3 → ℝ) :
    dipole E B = -(beta * ∑ k, (E k : ℂ) • spin k) - I • ∑ k, (B k : ℂ) • gammaSpace k ∧
    (dipole E B).toBlocks₁₁ = -pauliDot E := by
  have hS : ∑ k, (E k : ℂ) • spin k = fromBlocks (pauliDot E) 0 0 (pauliDot E) := by
    ext (i | i) (j | j) <;> simp [spin, pauliDot, Fin.sum_univ_three]
  have hG : ∑ k, (B k : ℂ) • gammaSpace k =
      fromBlocks 0 (pauliDot B) (-pauliDot B) 0 := by
    ext (i | i) (j | j) <;> simp [gammaSpace, pauliDot, Fin.sum_univ_three]
    ring
  rw [hS, hG, (moment_blocks E B).1]
  refine ⟨?_, toBlocks_fromBlocks₁₁ _ _ _ _⟩
  ext (i | i) (j | j) <;> simp [beta, fromBlocks_multiply]
```

The diagonal part of $K$ is $-\beta\,\Sigma\cdot\mathbf E$ and the rest is $-i\gamma\cdot\mathbf B$. `toBlocks₁₁` extracts the upper block, $-\sigma\cdot\mathbf E$: the energy of a dipole along the spin, per unit $d$.

## Behaviour under the discrete symmetries

```lean
/-- Complex conjugation between two factors `σ_y` reverses the spin: `σ·v` becomes `-σ·v`. -/
theorem pauliDot_flip (v : Fin 3 → ℝ) :
    pauli 1 * (pauliDot v).map (starRingEnd ℂ) * pauli 1 = -pauliDot v := by
  -- write out the conjugated matrix
  have h : (pauliDot v).map (starRingEnd ℂ) =
      !![(v 2 : ℂ), (v 0 : ℂ) + v 1 * I; (v 0 : ℂ) + -(v 1 * I), -(v 2 : ℂ)] := by
    ext i j
    fin_cases i <;> fin_cases j <;> simp [pauliDot, pauli, Fin.sum_univ_three]
  rw [h]
  ext i j
  fin_cases i <;> fin_cases j <;> apply Complex.ext <;>
    simp [pauliDot, pauli, Matrix.mul_apply, Fin.sum_univ_two, Fin.sum_univ_three]
```

Conjugation changes only the sign of $\sigma_y$, while $\sigma_y$ anticommutes with $\sigma_x$ and $\sigma_z$. Hence $\sigma_y(\sigma\cdot\mathbf v)^*\sigma_y=-\sigma\cdot\mathbf v$.

```lean
/-- Under parity, which reverses `E` and keeps `B`, the electric dipole term is odd and
the Pauli term is even. -/
theorem moment_parity (E B : Fin 3 → ℝ) :
    beta * dipole (-E) B * beta = -dipole E B ∧
    beta * magnetic (-E) B * beta = magnetic E B := by
  have hn : ∀ v, pauliDot (-v) = -pauliDot v := fun v => by simp [pauliDot]
  simp [(moment_blocks _ _).1, (moment_blocks _ _).2, hn, beta, fromBlocks_multiply,
    fromBlocks_neg]
```

Conjugation by $\beta$ reverses the off-diagonal blocks. Reversing $\mathbf E$ changes the diagonal blocks of $K$, so all of $K$ changes sign. In $M$, $\mathbf E$ sits off the diagonal, and the two signs cancel.

```lean
/-- Under time reversal, which keeps `E` and reverses `B`, the electric dipole term is odd
and the Pauli term is even. -/
theorem moment_timeReversal (E B : Fin 3 → ℝ) :
    timeReversal (dipole E (-B)) = -dipole E B ∧
    timeReversal (magnetic E (-B)) = magnetic E B := by
  have hn : ∀ v, pauliDot (-v) = -pauliDot v := fun v => by simp [pauliDot]
  have hc : ∀ A : Matrix (Fin 2) (Fin 2) ℂ,
      (-A).map (starRingEnd ℂ) = -A.map (starRingEnd ℂ) := fun A => by ext; simp
  have hI : ∀ A : Matrix (Fin 2) (Fin 2) ℂ,
      (I • A).map (starRingEnd ℂ) = -(I • A.map (starRingEnd ℂ)) := fun A => by ext; simp
  simp [timeReversal, (moment_blocks _ _).1, (moment_blocks _ _).2, hn, hc, hI, spin,
    fromBlocks_map, fromBlocks_multiply, fromBlocks_neg, pauliDot_flip]
```

Time reversal sends $\sigma\cdot\mathbf v$ to $-\sigma\cdot\mathbf v$ but keeps $i\sigma\cdot\mathbf v$, because $i$ is conjugated too (`hI`). With $\mathbf B$ reversed, every block of $K$ changes sign and every block of $M$ returns to itself.

```lean
/-- Under charge conjugation with `iγ²`, which reverses both fields and the sign of the
conjugated Hamiltonian, the electric dipole term is even. -/
theorem dipole_chargeConjugation (E B : Fin 3 → ℝ) :
    -((I • gamma 2) * (dipole (-E) (-B)).map (starRingEnd ℂ) * (I • gamma 2)) =
      dipole E B := by
  have hn : ∀ v, pauliDot (-v) = -pauliDot v := fun v => by simp [pauliDot]
  have hc : ∀ A : Matrix (Fin 2) (Fin 2) ℂ,
      (-A).map (starRingEnd ℂ) = -A.map (starRingEnd ℂ) := fun A => by ext; simp
  have hI : ∀ A : Matrix (Fin 2) (Fin 2) ℂ,
      (I • A).map (starRingEnd ℂ) = -(I • A.map (starRingEnd ℂ)) := fun A => by ext; simp
  -- the two factors of i cancel the overall sign
  have h : ∀ A : DiracMatrix,
      -((I • gamma 2) * A * (I • gamma 2)) = gamma 2 * A * gamma 2 := fun A => by
    simp [smul_smul]
  rw [h]
  simp [(moment_blocks _ _).1, hn, hc, hI, gamma, gammaSpace,
    fromBlocks_map, fromBlocks_multiply, pauliDot_flip]
```

Conjugating $i\partial_t\psi=H\psi$ produces the overall minus sign, which the two factors $i$ cancel. What remains is $\gamma^2K(-\mathbf E,-\mathbf B)^*\gamma^2$. It exchanges the diagonal blocks with a minus sign and the off-diagonal blocks without one; the spin flip then restores $K(\mathbf E,\mathbf B)$.

```lean
/-- A combination `a M + d K` with real strengths is parity invariant in all fields exactly
when `d = 0`, and time-reversal invariant in all fields exactly when `d = 0`. -/
theorem coupling_invariant_iff (a d : ℝ) :
    ((∀ E B, beta * coupling a d (-E) B * beta = coupling a d E B) ↔ d = 0) ∧
    ((∀ E B, timeReversal (coupling a d E (-B)) = coupling a d E B) ↔ d = 0) := by
  have key : (∀ E B, (a : ℂ) • magnetic E B + (d : ℂ) • (-dipole E B) =
      coupling a d E B) ↔ d = 0 := by
    constructor
    · intro h
      -- an electric field along z detects d
      have hk : dipole ![0, 0, 1] 0 (Sum.inl 0) (Sum.inl 0) = -1 := by
        rw [(moment_blocks _ _).1]
        simp [pauliDot, pauli, Fin.sum_univ_three]
      have h' := congrFun (congrFun (h ![0, 0, 1] 0) (Sum.inl 0)) (Sum.inl 0)
      simp only [coupling, Matrix.add_apply, Matrix.smul_apply, Matrix.neg_apply, hk,
        smul_eq_mul] at h'
      have h0 : (d : ℂ) = 0 := by linear_combination h' / 2
      exact_mod_cast h0
    · rintro rfl E B
      simp [coupling]
  have hP : ∀ E B, beta * coupling a d (-E) B * beta =
      (a : ℂ) • magnetic E B + (d : ℂ) • (-dipole E B) := fun E B => by
    simp only [coupling, mul_add, add_mul, Matrix.mul_smul, Matrix.smul_mul,
      (moment_parity E B).1, (moment_parity E B).2]
  have hT : ∀ E B, timeReversal (coupling a d E (-B)) =
      (a : ℂ) • magnetic E B + (d : ℂ) • (-dipole E B) := fun E B => by
    have hl : (coupling a d E (-B)).map (starRingEnd ℂ) =
        (a : ℂ) • (magnetic E (-B)).map (starRingEnd ℂ) +
          (d : ℂ) • (dipole E (-B)).map (starRingEnd ℂ) := by
      ext; simp [coupling]
    rw [← (moment_timeReversal E B).1, ← (moment_timeReversal E B).2]
    simp only [timeReversal, hl, mul_add, add_mul, Matrix.mul_smul, Matrix.smul_mul]
  simp only [hP, hT]
  exact ⟨key, key⟩

end

end DiracElectricDipole
```

By the previous results, either symmetry turns $aM+dK$ into $aM-dK$ (`hP`, `hT`). Invariance therefore means $2dK=0$ for all fields. Take $\mathbf E$ along $z$ with unit strength and $\mathbf B=0$: the first entry of $K$ is $-1$, so $d=0$. Conversely, $d=0$ leaves only $aM$, which is invariant.

These are statements about matrices at given field values. To reach a symmetry of the full Dirac equation, one must also transform the arguments of the spinor and of the fields, $\mathbf x\to-\mathbf x$ for parity and $t\to-t$ for time reversal.

```lean
#print axioms DiracElectricDipole.dipole_eq
#print axioms DiracElectricDipole.moment_timeReversal
#print axioms DiracElectricDipole.dipole_chargeConjugation
#print axioms DiracElectricDipole.coupling_invariant_iff
```

```
'DiracElectricDipole.dipole_eq' depends on axioms: [propext, Classical.choice, Quot.sound]
'DiracElectricDipole.moment_timeReversal' depends on axioms: [propext, Classical.choice, Quot.sound]
'DiracElectricDipole.dipole_chargeConjugation' depends on axioms: [propext, Classical.choice, Quot.sound]
'DiracElectricDipole.coupling_invariant_iff' depends on axioms: [propext, Classical.choice, Quot.sound]
```
